# The lowest exciton energy of a nearest-neighbour chain with contact attraction and its smallest gap at Γ is too low on the Γ-mesh and too high on the half-shifted mesh

Let $k_j = 2\pi(j+s)/N$, with $j=0,\dots,N-1$, be a k-mesh with offset $s$. With nearest-neighbour hopping and the smallest gap at $k=0$, an electron-hole pair of zero total momentum on a chain has energies $\varepsilon_j = 2t(1-\cos k_j)$, measured from the band gap, where $t>0$ is the sum of the electron and hole hoppings. Without attraction, the Hamiltonian matrix $H$ is diagonal with entries $\varepsilon_j$. An attraction $u>0$, felt only when both particles share a site, adds $-u/N$ to every entry of $H$, diagonal included. On an infinitely fine mesh the bound state lies at $E_\infty = 2t-\sqrt{4t^2+u^2}$. In the two-point example below, the lowest energy is under this value on the Γ-mesh ($s=0$) and over it on the half-shifted mesh ($s=1/2$). Can these two signs flip for other N or for weak attraction?

## The sign of the error depends only on $\cos 2\pi s$ and $r^N$

They can't flip, for any $N\ge 1$ and $t,u>0$.

**Secular equation.** Let $x$ lie below all $\varepsilon_j$. With $S=\sum_i v_i$, the equation $Hv=xv$ reads $(\varepsilon_j-x)v_j=(u/N)S$. Here $S\neq0$, since otherwise $v=0$. Dividing by $\varepsilon_j-x$ and summing over $j$ gives
$$F(x)=\frac uN\sum_j\frac1{\varepsilon_j-x}=1.$$
Conversely, if $F(x)=1$, then $v_j=1/(\varepsilon_j-x)$ is an eigenvector.

Let $E$ be the lowest eigenvalue. $F$ is strictly increasing below the levels, so $E<x$ implies $F(x)>1$. If $F(x)>1$, then $F(x-u)\le1$ gives a root below $x$, hence $E<x$. If $F(x)=1$, then $x$ is an eigenvalue and $E=x$. So $E>x$ exactly when $F(x)<1$.

**Value at $E_\infty$.** Replacing the mesh mean by an integral turns $F(x)=1$ into $u=\sqrt{(2t-x)^2-4t^2}$, whose solution below the levels is $E_\infty<0\le\varepsilon_j$. Put $r=(\sqrt{4t^2+u^2}-u)/(2t)$, so that $0<r<1$ and $tr^2+ur=t$. Then $u=(t/r)(1-r^2)$ and $\varepsilon_j-E_\infty=(t/r)(1-2r\cos k_j+r^2)$, so
$$\frac{u}{\varepsilon_j-E_\infty}=P_r(k_j),\qquad P_\rho(\varphi)=\frac{1-\rho^2}{1-2\rho\cos\varphi+\rho^2}.$$

**Mesh sum.** $P_r(k_j)$ is the real part of $(1+z_j)/(1-z_j)$ with $z_j=re^{ik_j}$. All $z_j^N$ equal $W=r^Ne^{2\pi is}$, so
$$\frac{1+z_j}{1-z_j}=\frac{2}{1-W}\sum_{m=0}^{N-1}z_j^m-1.$$
Averaged over $j$, only $m=0$ survives, leaving $(1+W)/(1-W)$. Hence $F(E_\infty)=P_q(2\pi s)$ with $q=r^N$. The denominator is positive, so this exceeds 1 exactly when $\cos2\pi s>q$, and is below 1 exactly when $\cos2\pi s<q$. For $s=0$ the cosine is $1>q$; for $s=1/2$ it is $-1<q$.

**A two-point mesh.** Take $t=2$, $u=3$, $N=2$, so $E_\infty=-1$ and $r=1/2$. For $s=0$ the levels are $0,8$ and $E=(5-\sqrt{73})/2\approx-1.77$. For $s=1/2$ both levels are $4$ and $E=4-3=1$.

## What the Lean theorem says

`mesh_brackets_exciton` assumes `0 < N`, `0 < t` and `0 < u`. For each of the two offsets it gives an `E` that is the least element (`IsLeast`) of the real spectrum of `excitonH`, with the strict inequality against `limitEnergy`. That energy is defined by its closed formula; no limit is taken. `offset_criterion` treats every real $s$.

For Bethe–Salpeter convergence tests, this gives a two-sided bracket in a one-dimensional model with one pair band and contact attraction. Long-range Coulomb attraction, exchange and the GW quasiparticle energies are absent.

```lean
import Mathlib

open Matrix

namespace ExcitonMesh

noncomputable section

/-- The mesh point `k_j = 2π (j + s) / N` with offset `s`, for `N > 0`. -/
def mesh (N : ℕ) (s : ℝ) (j : ℕ) : ℝ := 2 * Real.pi * (j + s) / N

/-- The electron-hole pair energies `2t (1 - cos k_j)` on the mesh with offset `s`. -/
def levels (N : ℕ) (t s : ℝ) (j : Fin N) : ℝ := 2 * t * (1 - Real.cos (mesh N s j))

/-- The exciton Hamiltonian: pair energies `ε` on the diagonal, minus a contact attraction
`u / N` in every entry, for `N > 0`. -/
def excitonH {N : ℕ} (ε : Fin N → ℝ) (u : ℝ) : Matrix (Fin N) (Fin N) ℝ :=
  Matrix.diagonal ε - Matrix.of fun _ _ => u / N

/-- The secular function `(u / N) ∑ 1 / (ε_j - x)`, for `N > 0` and `x` different from
every `ε_j`. -/
def secular {N : ℕ} (ε : Fin N → ℝ) (u x : ℝ) : ℝ := u / N * ∑ j, 1 / (ε j - x)

/-- The infinite-mesh exciton energy `2t - √(4t² + u²)`, for `t, u > 0`. -/
def limitEnergy (t u : ℝ) : ℝ := 2 * t - √(4 * t ^ 2 + u ^ 2)

/-- The ratio `r = (√(4t² + u²) - u) / (2t)`, for `t ≠ 0`. -/
def ratio (t u : ℝ) : ℝ := (√(4 * t ^ 2 + u ^ 2) - u) / (2 * t)

/-- The Poisson kernel `(1 - ρ²) / (1 - 2ρ cos φ + ρ²)`, for a nonzero denominator. -/
def poisson (ρ φ : ℝ) : ℝ := (1 - ρ ^ 2) / (1 - 2 * ρ * Real.cos φ + ρ ^ 2)

/-- An energy `x` below all pair energies is an eigenvalue of the exciton Hamiltonian
exactly when the secular function equals one there. -/
theorem mem_spectrum_iff_secular {N : ℕ} {ε : Fin N → ℝ} {u x : ℝ} (hx : ∀ j, x < ε j) :
    x ∈ spectrum ℝ (excitonH ε u) ↔ secular ε u x = 1 := by
  have hact : ∀ v : Fin N → ℝ, ∀ j,
      (excitonH ε u *ᵥ v) j = ε j * v j - u / N * ∑ i, v i := by
    intro v j
    rw [excitonH, Matrix.sub_mulVec, Pi.sub_apply, Matrix.mulVec_diagonal, Finset.mul_sum]
    rfl
  have hshift : ∀ v : Fin N → ℝ,
      (algebraMap ℝ (Matrix (Fin N) (Fin N) ℝ) x - excitonH ε u) *ᵥ v
        = x • v - excitonH ε u *ᵥ v := by
    intro v
    simp [Matrix.sub_mulVec, Algebra.algebraMap_eq_smul_one, Matrix.smul_mulVec]
  have hpos : ∀ j, ε j - x ≠ 0 := fun j => (sub_pos.2 (hx j)).ne'
  rw [spectrum.mem_iff, Matrix.isUnit_iff_isUnit_det, isUnit_iff_ne_zero, not_not,
    ← Matrix.exists_mulVec_eq_zero_iff]
  constructor
  · rintro ⟨v, hv, h⟩
    rw [hshift] at h
    -- the eigenvector is proportional to 1 / (ε_j - x)
    have hj : ∀ j, v j = u / N * (∑ i, v i) * (1 / (ε j - x)) := by
      intro j
      have h1 := congrFun h j
      rw [Pi.sub_apply, hact, Pi.smul_apply, smul_eq_mul, Pi.zero_apply] at h1
      rw [mul_one_div, eq_div_iff (hpos j)]
      linear_combination -h1
    have hS : ∑ i, v i ≠ 0 := by
      intro h0
      apply hv
      funext j
      rw [hj j, h0]
      simp
    have hsum : ∑ j, v j = u / N * (∑ i, v i) * ∑ j, 1 / (ε j - x) := by
      rw [Finset.mul_sum]
      exact Finset.sum_congr rfl fun j _ => hj j
    apply mul_left_cancel₀ hS
    unfold secular
    linear_combination -hsum
  · intro h
    unfold secular at h
    refine ⟨fun j => 1 / (ε j - x), ?_, ?_⟩
    · intro h0
      have h1 : ∑ j, 1 / (ε j - x) = 0 := Finset.sum_eq_zero fun j _ => congrFun h0 j
      rw [h1, mul_zero] at h
      exact zero_ne_one h
    · rw [hshift]
      funext j
      rw [Pi.sub_apply, hact, Pi.smul_apply, smul_eq_mul, Pi.zero_apply, h]
      linear_combination -(one_div_mul_cancel (hpos j))

/-- On a nonempty mesh the exciton Hamiltonian has a lowest eigenvalue. -/
theorem exists_lowest {N : ℕ} (hN : 0 < N) (ε : Fin N → ℝ) (u : ℝ) :
    ∃ E, IsLeast (spectrum ℝ (excitonH ε u)) E := by
  have hH : (excitonH ε u).IsHermitian :=
    (Matrix.isHermitian_diagonal ε).sub (Matrix.IsHermitian.ext fun i j => by simp)
  have : Nonempty (Fin N) := ⟨⟨0, hN⟩⟩
  rw [hH.spectrum_real_eq_range_eigenvalues]
  obtain ⟨E, hE, hmin⟩ := Set.exists_min_image (Set.range hH.eigenvalues) id
    (Set.finite_range _) (Set.range_nonempty _)
  exact ⟨E, hE, fun b hb => hmin b hb⟩

/-- For attraction `u > 0` and `x` below all pair energies, the lowest eigenvalue lies below
`x` exactly when the secular function at `x` exceeds one, and above `x` exactly when it is
less than one. -/
theorem lowest_compare {N : ℕ} (hN : 0 < N) {ε : Fin N → ℝ} {u x E : ℝ} (hu : 0 < u)
    (hx : ∀ j, x < ε j) (hE : IsLeast (spectrum ℝ (excitonH ε u)) E) :
    (E < x ↔ 1 < secular ε u x) ∧ (x < E ↔ secular ε u x < 1) := by
  have hN' : (0 : ℝ) < N := Nat.cast_pos.2 hN
  -- the secular function increases below the pair energies
  have mono : ∀ y, y < x → secular ε u y < secular ε u x := by
    intro y hy
    have hs : ∑ j, 1 / (ε j - y) < ∑ j, 1 / (ε j - x) :=
      Finset.sum_lt_sum_of_nonempty ⟨⟨0, hN⟩, Finset.mem_univ _⟩ fun j _ =>
        one_div_lt_one_div_of_lt (sub_pos.2 (hx j)) (by linarith)
    exact mul_lt_mul_of_pos_left hs (div_pos hu hN')
  have below : E < x → 1 < secular ε u x := by
    intro h
    rw [← (mem_spectrum_iff_secular fun j => h.trans (hx j)).1 hE.1]
    exact mono E h
  have above : 1 < secular ε u x → E < x := by
    intro h
    have hlow : secular ε u (x - u) ≤ 1 := by
      have h1 : ∑ j, 1 / (ε j - (x - u)) ≤ ∑ _j : Fin N, 1 / u :=
        Finset.sum_le_sum fun j _ => one_div_le_one_div_of_le hu (by linarith [hx j])
      rw [Finset.sum_const, Finset.card_univ, Fintype.card_fin, nsmul_eq_mul] at h1
      have h2 : u / N * (N * (1 / u)) = 1 := by field_simp
      rw [← h2]
      exact mul_le_mul_of_nonneg_left h1 (div_pos hu hN').le
    have hcont : ContinuousOn (secular ε u) (Set.Icc (x - u) x) := by
      change ContinuousOn (fun y => u / N * ∑ j, 1 / (ε j - y)) _
      exact continuousOn_const.mul (continuousOn_finsetSum _ fun j _ =>
        continuousOn_const.div (continuousOn_const.sub continuousOn_id) fun y hy =>
          (sub_pos.2 (lt_of_le_of_lt hy.2 (hx j))).ne')
    -- a root of the secular equation lies between x - u and x
    obtain ⟨y, hy, hfy⟩ := intermediate_value_Icc (by linarith) hcont ⟨hlow, h.le⟩
    have hyx : y < x := lt_of_le_of_ne hy.2 fun e => by
      rw [e] at hfy
      linarith
    exact (hE.2 ((mem_spectrum_iff_secular fun j => hyx.trans (hx j)).2 hfy)).trans_lt hyx
  refine ⟨⟨below, above⟩, fun h => ?_, fun h => ?_⟩
  · refine lt_of_le_of_ne (not_lt.1 fun h1 => lt_asymm h (above h1)) fun h1 => ?_
    exact absurd (hE.2 ((mem_spectrum_iff_secular hx).2 h1)) (not_le_of_gt h)
  · by_contra hc
    rcases lt_or_eq_of_le (not_lt.1 hc) with h1 | h1
    · exact lt_asymm h (below h1)
    · have h2 := (mem_spectrum_iff_secular hx).1 (h1 ▸ hE.1)
      linarith

/-- For a primitive `N`-th root of unity `ζ`, `N > 0` and `w^N ≠ 1`, the sum of
`(1 + z) / (1 - z)` over the points `z = w ζ^j` is `N (1 + w^N) / (1 - w^N)`. -/
theorem sum_roots {N : ℕ} (hN : 0 < N) {ζ w : ℂ} (hζ : IsPrimitiveRoot ζ N)
    (hw : w ^ N ≠ 1) :
    ∑ j ∈ Finset.range N, (1 + w * ζ ^ j) / (1 - w * ζ ^ j)
      = N * ((1 + w ^ N) / (1 - w ^ N)) := by
  have hd : 1 - w ^ N ≠ 0 := sub_ne_zero.2 hw.symm
  have hroot : ∀ m : ℕ, (ζ ^ m) ^ N = 1 := fun m => by
    rw [← pow_mul, mul_comm m N, pow_mul, hζ.pow_eq_one, one_pow]
  -- each term is a multiple of a finite geometric sum, minus one
  have hterm : ∀ j : ℕ, (1 + w * ζ ^ j) / (1 - w * ζ ^ j)
      = 2 / (1 - w ^ N) * ∑ m ∈ Finset.range N, (w * ζ ^ j) ^ m - 1 := by
    intro j
    have hg := mul_neg_geom_sum (w * ζ ^ j) N
    rw [mul_pow w (ζ ^ j) N, hroot, mul_one] at hg
    have hz : 1 - w * ζ ^ j ≠ 0 := by
      intro h
      rw [h, zero_mul] at hg
      exact hd hg.symm
    rw [div_eq_iff hz]
    linear_combination (-(2 / (1 - w ^ N))) * hg - div_mul_cancel₀ (2 : ℂ) hd
  -- only the zeroth power survives the sum over the mesh
  have hsum : ∑ j ∈ Finset.range N, ∑ m ∈ Finset.range N, (w * ζ ^ j) ^ m = (N : ℂ) := by
    rw [Finset.sum_comm, Finset.sum_eq_single 0]
    · simp
    · intro m hm hm0
      have hm1 : 1 - ζ ^ m ≠ 0 := fun h =>
        Nat.not_dvd_of_pos_of_lt (Nat.pos_of_ne_zero hm0) (Finset.mem_range.1 hm)
          (hζ.dvd_of_pow_eq_one m (sub_eq_zero.1 h).symm)
      have hg := mul_neg_geom_sum (ζ ^ m) N
      rw [hroot, sub_self] at hg
      have hS := (mul_eq_zero.1 hg).resolve_left hm1
      have hf : ∑ j ∈ Finset.range N, (w * ζ ^ j) ^ m
          = w ^ m * ∑ j ∈ Finset.range N, (ζ ^ m) ^ j := by
        rw [Finset.mul_sum]
        exact Finset.sum_congr rfl fun j _ => by
          rw [mul_pow, ← pow_mul, ← pow_mul, mul_comm j m]
      rw [hf, hS, mul_zero]
    · intro h
      exact absurd (Finset.mem_range.2 hN) h
  have h2 : (1 + w ^ N) / (1 - w ^ N) = 2 / (1 - w ^ N) - 1 := by
    rw [div_eq_iff hd]
    linear_combination -(div_mul_cancel₀ (2 : ℂ) hd)
  rw [Finset.sum_congr rfl fun j _ => hterm j, Finset.sum_sub_distrib, ← Finset.mul_sum,
    hsum, h2, Finset.sum_const, Finset.card_range, nsmul_eq_mul]
  ring

/-- For `0 ≤ r < 1` and `N > 0`, the Poisson kernel of radius `r` summed over the mesh with
offset `s` is `N` times the kernel of radius `r^N` at the angle `2πs`. -/
theorem poisson_mesh_sum {N : ℕ} (hN : 0 < N) {r : ℝ} (hr0 : 0 ≤ r) (hr : r < 1) (s : ℝ) :
    ∑ j : Fin N, poisson r (mesh N s j) = N * poisson (r ^ N) (2 * Real.pi * s) := by
  have hNc : (N : ℂ) ≠ 0 := Nat.cast_ne_zero.2 hN.ne'
  -- the kernel is the real part of (1 + z) / (1 - z)
  have hre : ∀ ρ φ : ℝ, poisson ρ φ = ((1 + (ρ : ℂ) * Complex.exp (φ * Complex.I)) /
      (1 - (ρ : ℂ) * Complex.exp (φ * Complex.I))).re := by
    intro ρ φ
    have h1 := Real.sin_sq_add_cos_sq φ
    rw [Complex.div_re, Complex.normSq_apply, ← add_div, poisson]
    simp only [Complex.add_re, Complex.sub_re, Complex.add_im, Complex.sub_im,
      Complex.one_re, Complex.one_im, Complex.re_ofReal_mul, Complex.im_ofReal_mul,
      Complex.exp_ofReal_mul_I_re, Complex.exp_ofReal_mul_I_im]
    congr 1
    · linear_combination ρ ^ 2 * h1
    · linear_combination (-ρ ^ 2) * h1
  obtain ⟨w, hwdef⟩ : ∃ w : ℂ,
      w = r * Complex.exp ((2 * Real.pi * s / N : ℝ) * Complex.I) := ⟨_, rfl⟩
  have hz : ∀ j : ℕ, (r : ℂ) * Complex.exp ((mesh N s j : ℝ) * Complex.I)
      = w * Complex.exp (2 * Real.pi * Complex.I / N) ^ j := by
    intro j
    rw [hwdef, ← Complex.exp_nat_mul, mul_assoc, ← Complex.exp_add]
    congr 2
    unfold mesh
    push_cast
    ring
  have hwN : ((r ^ N : ℝ) : ℂ) * Complex.exp ((2 * Real.pi * s : ℝ) * Complex.I)
      = w ^ N := by
    rw [hwdef, mul_pow, ← Complex.exp_nat_mul, Complex.ofReal_pow]
    congr 2
    push_cast
    field_simp
  have hw1 : w ^ N ≠ 1 := by
    intro h
    have h1 := congrArg norm h
    rw [norm_pow, hwdef, norm_mul, Complex.norm_exp_ofReal_mul_I, mul_one,
      Complex.norm_real, Real.norm_of_nonneg hr0, norm_one] at h1
    exact (pow_lt_one₀ hr0 hr hN.ne').ne h1
  rw [Fin.sum_univ_eq_sum_range (fun j => poisson r (mesh N s j)) N, hre (r ^ N), hwN,
    ← Complex.re_ofReal_mul, Complex.ofReal_natCast,
    ← sum_roots hN (Complex.isPrimitiveRoot_exp N hN.ne') hw1, Complex.re_sum]
  exact Finset.sum_congr rfl fun j _ => by rw [hre, hz]

/-- For `t, u > 0` the ratio `r` lies strictly between zero and one and solves
`t r² + u r = t`. -/
theorem ratio_spec {t u : ℝ} (ht : 0 < t) (hu : 0 < u) :
    0 < ratio t u ∧ ratio t u < 1 ∧ t * ratio t u ^ 2 + u * ratio t u = t := by
  have hR : √(4 * t ^ 2 + u ^ 2) ^ 2 = 4 * t ^ 2 + u ^ 2 := Real.sq_sqrt (by positivity)
  have h1 : u < √(4 * t ^ 2 + u ^ 2) := (Real.lt_sqrt hu.le).2 (by nlinarith [pow_pos ht 2])
  have h2 : √(4 * t ^ 2 + u ^ 2) < 2 * t + u :=
    (Real.sqrt_lt' (by positivity)).2 (by nlinarith [mul_pos ht hu])
  have h3 : ratio t u * (2 * t) = √(4 * t ^ 2 + u ^ 2) - u :=
    div_mul_cancel₀ _ (by positivity)
  refine ⟨div_pos (by linarith) (by positivity), ?_, ?_⟩
  · rw [ratio, div_lt_one (by positivity)]
    linarith
  · apply mul_left_cancel₀ (show 4 * t ≠ 0 by positivity)
    linear_combination
      (ratio t u * (2 * t) + √(4 * t ^ 2 + u ^ 2) + u) * h3 + hR

/-- For `t, u > 0` and `N > 0`, the secular function at the infinite-mesh energy equals the
Poisson kernel of radius `r^N` at the angle `2πs`. -/
theorem secular_limitEnergy {N : ℕ} (hN : 0 < N) {t u : ℝ} (ht : 0 < t) (hu : 0 < u)
    (s : ℝ) : secular (levels N t s) u (limitEnergy t u)
      = poisson (ratio t u ^ N) (2 * Real.pi * s) := by
  obtain ⟨hr0, hr1, hq⟩ := ratio_spec ht hu
  have hN' : (N : ℝ) ≠ 0 := Nat.cast_ne_zero.2 hN.ne'
  have h3 : ratio t u * (2 * t) = √(4 * t ^ 2 + u ^ 2) - u :=
    div_mul_cancel₀ _ (by positivity)
  have hterm : ∀ j : Fin N, u * (1 / (levels N t s j - limitEnergy t u))
      = poisson (ratio t u) (mesh N s j) := by
    intro j
    have hnum : t * (1 - ratio t u ^ 2) = ratio t u * u := by linear_combination -hq
    have hden : t * (1 - 2 * ratio t u * Real.cos (mesh N s j) + ratio t u ^ 2)
        = ratio t u * (levels N t s j - limitEnergy t u) := by
      unfold levels limitEnergy
      linear_combination ratio t u * h3 - hq
    rw [poisson, ← mul_div_mul_left (1 - ratio t u ^ 2) _ ht.ne', hnum, hden,
      mul_div_mul_left _ _ hr0.ne', mul_one_div]
  have hsum : u * ∑ j, 1 / (levels N t s j - limitEnergy t u)
      = N * poisson (ratio t u ^ N) (2 * Real.pi * s) := by
    rw [← poisson_mesh_sum hN hr0.le hr1 s, Finset.mul_sum]
    exact Finset.sum_congr rfl fun j _ => hterm j
  rw [secular, div_mul_eq_mul_div, hsum, mul_div_cancel_left₀ _ hN']

/-- For `t, u > 0` and `N > 0`, the lowest eigenvalue on the mesh with offset `s` lies below
the infinite-mesh energy exactly when `cos 2πs > r^N`, and above it exactly when
`cos 2πs < r^N`. -/
theorem offset_criterion {N : ℕ} (hN : 0 < N) {t u s E : ℝ} (ht : 0 < t) (hu : 0 < u)
    (hE : IsLeast (spectrum ℝ (excitonH (levels N t s) u)) E) :
    (E < limitEnergy t u ↔ ratio t u ^ N < Real.cos (2 * Real.pi * s)) ∧
    (limitEnergy t u < E ↔ Real.cos (2 * Real.pi * s) < ratio t u ^ N) := by
  obtain ⟨hr0, hr1, -⟩ := ratio_spec ht hu
  have hx : ∀ j, limitEnergy t u < levels N t s j := by
    intro j
    have h1 : 2 * t < √(4 * t ^ 2 + u ^ 2) :=
      (Real.lt_sqrt (by positivity)).2 (by nlinarith [pow_pos hu 2])
    have h2 := mul_le_mul_of_nonneg_left (Real.cos_le_one (mesh N s j)) ht.le
    unfold limitEnergy levels
    linarith
  obtain ⟨hb, ha⟩ := lowest_compare hN hu hx hE
  rw [hb, ha, secular_limitEnergy hN ht hu, poisson]
  have hq0 : 0 < ratio t u ^ N := pow_pos hr0 N
  have hq1 : ratio t u ^ N < 1 := pow_lt_one₀ hr0.le hr1 hN.ne'
  have hc := Real.cos_le_one (2 * Real.pi * s)
  generalize ratio t u ^ N = q at *
  generalize Real.cos (2 * Real.pi * s) = c at *
  have hden : 0 < 1 - 2 * q * c + q ^ 2 := by
    nlinarith [mul_le_mul_of_nonneg_left hc hq0.le, pow_pos (sub_pos.2 hq1) 2]
  rw [one_lt_div hden, div_lt_one hden]
  refine ⟨⟨fun h => ?_, fun h => ?_⟩, ⟨fun h => ?_, fun h => ?_⟩⟩
  · exact lt_of_mul_lt_mul_left (show q * q < q * c by nlinarith) hq0.le
  · nlinarith [mul_pos hq0 (sub_pos.2 h)]
  · exact lt_of_mul_lt_mul_left (show q * c < q * q by nlinarith) hq0.le
  · nlinarith [mul_pos hq0 (sub_pos.2 h)]

/-- For `t, u > 0` and every `N > 0`, the lowest exciton energy is strictly below the
infinite-mesh value on the mesh `2πj/N`, and strictly above it on the half-shifted mesh
`2π(j + 1/2)/N`. -/
theorem mesh_brackets_exciton {N : ℕ} (hN : 0 < N) {t u : ℝ} (ht : 0 < t) (hu : 0 < u) :
    (∃ E, IsLeast (spectrum ℝ (excitonH (levels N t 0) u)) E ∧ E < limitEnergy t u) ∧
    (∃ E, IsLeast (spectrum ℝ (excitonH (levels N t (1 / 2)) u)) E ∧
      limitEnergy t u < E) := by
  obtain ⟨hr0, hr1, -⟩ := ratio_spec ht hu
  obtain ⟨E, hE⟩ := exists_lowest hN (levels N t 0) u
  obtain ⟨F, hF⟩ := exists_lowest hN (levels N t (1 / 2)) u
  refine ⟨⟨E, hE, (offset_criterion hN ht hu hE).1.2 ?_⟩,
    ⟨F, hF, (offset_criterion hN ht hu hF).2.2 ?_⟩⟩
  · rw [mul_zero, Real.cos_zero]
    exact pow_lt_one₀ hr0.le hr1 hN.ne'
  · rw [show 2 * Real.pi * (1 / 2) = Real.pi by ring, Real.cos_pi]
    linarith [pow_pos hr0 N]

end

end ExcitonMesh
```

```lean
#print axioms ExcitonMesh.mesh_brackets_exciton
-- 'ExcitonMesh.mesh_brackets_exciton' depends on axioms: [propext, Classical.choice, Quot.sound]
```

## From the secular equation to the bracket

`mem_spectrum_iff_secular` turns spectrum membership into a nonzero kernel vector; its `hj` is the formula for $v_j$. `exists_lowest` takes the minimum of the finitely many eigenvalues of a symmetric matrix. In `lowest_compare`, `mono` is the monotonicity, `hlow` the bound at $x-u$, and `intermediate_value_Icc` supplies the root.

`sum_roots` does the geometric sum (`hterm`) and the cancellation (`hsum`), and `poisson_mesh_sum` takes real parts. `ratio_spec` proves the properties of $r$, which `secular_limitEnergy` uses to rewrite each term as a Poisson kernel. `offset_criterion` compares the result with 1, using `nlinarith` for the inequalities, and the final theorem inserts the two cosines.
